# The anisotropy energy of a spin $S$ polarized along $z$ is $S(S-\tfrac12)D_{zz}+\tfrac S2\,\mathrm{tr}\,D$

A spin is a triple of Hermitian matrices $S_0, S_1, S_2$, standing for the $x$, $y$ and $z$ components in units of $\hbar$. The indices are counted from zero, as in the code below. The matrices satisfy

$$[S_0,S_1]=iS_2,\qquad [S_1,S_2]=iS_0,\qquad [S_2,S_0]=iS_1,$$

$$S_0^2+S_1^2+S_2^2=S(S+1).$$

The state $\psi$ is a unit vector with $S_2\psi=S\psi$, so it is fully polarized along $z$. The expectation value of a matrix $A$ is $\langle A\rangle=\psi^\dagger A\psi$. The anisotropy tensor $D$ is a real symmetric $3\times3$ matrix with the dimension of energy. It stands for the preference of the spin for certain directions in its surroundings, and it enters the Hamiltonian with a plus sign and without a factor $\tfrac12$:

$$H=\sum_{a,b}D_{ab}S_aS_b .$$

The trace of $D$ is not assumed to vanish.

## Energy of the polarized state

Under these conventions

$$\langle H\rangle=S\left(S-\tfrac12\right)D_{22}+\tfrac S2\,\mathrm{tr}\,D .$$

Only the first term refers to the polarization axis. For $S=\tfrac12$ its prefactor is zero and the energy is $\tfrac14\mathrm{tr}\,D$.

## Converting energy differences into $D$

The identity matters when a code fits a spin Hamiltonian to energies of magnetized states, provided that each state is modelled as a single, fully polarized spin. Let $E_2$ and $E_0$ be the energies for polarization along $z$ and $x$. The triple $(S_1,S_2,S_0)$ obeys the same commutators, so the identity also applies to the $x$ axis, and

$$E_2-E_0=S\left(S-\tfrac12\right)(D_{22}-D_{00}).$$

A classical spin vector of length $S$ would give the factor $S^2$ instead. Dividing the energy difference by $S^2$ therefore returns $D_{22}-D_{00}$ multiplied by $1-\tfrac1{2S}$, which is one half for $S=1$. For $S=\tfrac12$ the difference is zero, and no value of $D$ can reproduce a nonzero anisotropy.

A single energy can hide the factor. For $D=\mathrm{diag}(0,0,d)$ the state polarized along $z$ has energy $S^2d$, exactly the classical value. The discrepancy comes from the state polarized along $x$, which has energy $Sd/2$ and not zero.

## From commutators to the correlation tensor

Since $S_2$ is Hermitian and $S$ is real, $S_2\psi=S\psi$ implies $\psi^\dagger S_2=S\psi^\dagger$. For every matrix $A$,

$$\langle S_2A\rangle=S\langle A\rangle=\langle AS_2\rangle ,$$

and hence $\langle[S_2,A]\rangle=0$. If $[S_2,A]=iB$, then $\langle B\rangle=0$.

Taking $A=S_0$ gives $\langle S_1\rangle=0$. Taking $A=S_1$, with $[S_2,S_1]=-iS_0$, gives $\langle S_0\rangle=0$. The eigenvalue equation gives $\langle S_2\rangle=S$. It follows that $\langle S_0S_2\rangle=S\langle S_0\rangle=0$; the other three products of $S_2$ with a transverse component vanish in the same way, and $\langle S_2^2\rangle=S^2$.

For the transverse products, the product rule for commutators gives

$$[S_2,S_0S_1]=i(S_1^2-S_0^2),\qquad [S_2,S_0^2]=i(S_1S_0+S_0S_1).$$

Therefore $\langle S_0^2\rangle=\langle S_1^2\rangle$ and $\langle S_0S_1\rangle=-\langle S_1S_0\rangle$. The total spin fixes the sum of the squares,

$$\langle S_0^2\rangle+\langle S_1^2\rangle=S(S+1)-S^2=S ,$$

so each equals $S/2$. The commutator $[S_0,S_1]=iS_2$ gives $\langle S_0S_1\rangle-\langle S_1S_0\rangle=iS$, so $\langle S_0S_1\rangle=iS/2$ and $\langle S_1S_0\rangle=-iS/2$.

Contraction with $D$ yields

$$\langle H\rangle=\tfrac S2(D_{00}+D_{11})+S^2D_{22}+\tfrac{iS}2(D_{01}-D_{10}).$$

The last term vanishes for symmetric $D$. Writing $D_{00}+D_{11}=\mathrm{tr}\,D-D_{22}$ gives the stated energy.

**Without symmetry of $D$.** Take $S=\tfrac12$ and let $D_{01}=1$ be the only nonzero entry. The expectation value is $i/4$, whereas the symmetric formula gives $0$. A code that stores only the upper triangle of $D$ and sums over it as if it were the full tensor produces such an imaginary part whenever $D_{01}\neq0$.

**Other projections.** If $D$ is symmetric and a unit vector $\psi$ satisfies $S_2\psi=m\psi$, the same steps with $m$ as the eigenvalue give

$$\langle H\rangle=m^2D_{22}+\tfrac12\left[S(S+1)-m^2\right](D_{00}+D_{11}).$$

## The Lean file

`IsSpin Sp S` collects hermiticity, the commutators and the total spin. Its index arithmetic is modulo 3, so the single field `comm` contains all three commutators. `IsPolarized Sp S ψ` says that `ψ` is normalized and is an eigenvector of `Sp 2` with eigenvalue `S`. The expectation value is `ev ψ`, and the Hamiltonian is `anisotropy D Sp`.

The main theorem, `anisotropy_energy`, says that for every such spin, every such state and every real symmetric `D`, the expectation value equals the stated real number, regarded as a complex number. The equality thus includes the vanishing of the imaginary part. `anisotropy_general` omits the symmetry of `D` and keeps the imaginary term, and `anisotropy_energy_half` is the case $S=\tfrac12$.

The proof follows the derivation:

- `ev_z` replaces an `Sp 2` at either end of a product by the factor `S` in the expectation value, and `ev_precession` turns this into the rule $\langle B\rangle=0$.
- `mean_spin` applies the rule to single components.
- `transverse_correlation` applies it to products. There `noncomm_ring` verifies the product rule for commutators, and `linear_combination` solves the linear equations for the four transverse correlations.
- `anisotropy_general` inserts all nine correlations into the double sum, and `ring` collects the terms.
- `spinOne_witness` checks entry by entry that the Cartesian spin-one matrices and an explicit vector satisfy the definitions with $S=1$.

```lean
import Mathlib

open Matrix

noncomputable section

namespace MeanFieldAnisotropy

variable {ι : Type*} [Fintype ι] [DecidableEq ι]

/-- Three Hermitian matrices with the angular-momentum commutators (indices cyclic modulo 3)
and total spin `S · S = S (S + 1)`. -/
structure IsSpin (Sp : Fin 3 → Matrix ι ι ℂ) (S : ℝ) : Prop where
  herm : ∀ a, (Sp a).IsHermitian
  comm : ∀ a, Sp a * Sp (a + 1) - Sp (a + 1) * Sp a = Complex.I • Sp (a + 2)
  casimir : ∑ a, Sp a * Sp a = ((S : ℂ) * (S + 1)) • (1 : Matrix ι ι ℂ)

/-- A normalized state with spin projection `S` along `z`. -/
structure IsPolarized (Sp : Fin 3 → Matrix ι ι ℂ) (S : ℝ) (ψ : ι → ℂ) : Prop where
  unit : star ψ ⬝ᵥ ψ = 1
  eigen : Sp 2 *ᵥ ψ = (S : ℂ) • ψ

/-- The expectation value `⟨ψ, A ψ⟩` as a linear functional of the operator `A`. -/
def ev (ψ : ι → ℂ) : Matrix ι ι ℂ →ₗ[ℂ] ℂ where
  toFun A := star ψ ⬝ᵥ (A *ᵥ ψ)
  map_add' A B := by rw [Matrix.add_mulVec, dotProduct_add]
  map_smul' c A := by rw [Matrix.smul_mulVec, dotProduct_smul, RingHom.id_apply]

/-- The anisotropy Hamiltonian `∑ D_ab S_a S_b`. -/
def anisotropy (D : Matrix (Fin 3) (Fin 3) ℝ) (Sp : Fin 3 → Matrix ι ι ℂ) : Matrix ι ι ℂ :=
  ∑ a, ∑ b, (D a b : ℂ) • (Sp a * Sp b)

variable {Sp : Fin 3 → Matrix ι ι ℂ} {S : ℝ} {ψ : ι → ℂ}

/-- In a state polarized along `z`, the operator `S_z` at either end of a product
contributes the factor `S` to the expectation value. -/
theorem ev_z (h : IsSpin Sp S) (hψ : IsPolarized Sp S ψ) (A : Matrix ι ι ℂ) :
    ev ψ (Sp 2 * A) = S * ev ψ A ∧ ev ψ (A * Sp 2) = S * ev ψ A := by
  have hN : (Sp 2)ᴴ = Sp 2 := h.herm 2
  have hs : star ψ ᵥ* Sp 2 = (S : ℂ) • star ψ := by
    have h1 := congrArg star hψ.eigen
    rw [Matrix.star_mulVec, hN] at h1
    rw [h1]
    simp [star_smul]
  constructor
  · change star ψ ⬝ᵥ ((Sp 2 * A) *ᵥ ψ) = S * (star ψ ⬝ᵥ (A *ᵥ ψ))
    rw [← Matrix.mulVec_mulVec, Matrix.dotProduct_mulVec, hs, smul_dotProduct, smul_eq_mul]
  · change star ψ ⬝ᵥ ((A * Sp 2) *ᵥ ψ) = S * (star ψ ⬝ᵥ (A *ᵥ ψ))
    rw [← Matrix.mulVec_mulVec, hψ.eigen, Matrix.mulVec_smul, dotProduct_smul, smul_eq_mul]

/-- If `[S_z, A] = i B`, then `B` has zero expectation value in a state polarized along `z`. -/
theorem ev_precession (h : IsSpin Sp S) (hψ : IsPolarized Sp S ψ) {A B : Matrix ι ι ℂ}
    (hAB : Sp 2 * A - A * Sp 2 = Complex.I • B) : ev ψ B = 0 := by
  have hz := congrArg (ev ψ) hAB
  rw [map_sub, (ev_z h hψ A).1, (ev_z h hψ A).2, sub_self, map_smul, smul_eq_mul] at hz
  exact (mul_eq_zero.mp hz.symm).resolve_left Complex.I_ne_zero

/-- The mean spin of a state polarized along `z` is `(0, 0, S)`. -/
theorem mean_spin (h : IsSpin Sp S) (hψ : IsPolarized Sp S ψ) :
    ev ψ (Sp 0) = 0 ∧ ev ψ (Sp 1) = 0 ∧ ev ψ (Sp 2) = S := by
  have c1 : Sp 1 * Sp 2 - Sp 2 * Sp 1 = Complex.I • Sp 0 := h.comm 1
  have c2 : Sp 2 * Sp 0 - Sp 0 * Sp 2 = Complex.I • Sp 1 := h.comm 2
  refine ⟨?_, ev_precession h hψ c2, ?_⟩
  · have h0 : ev ψ (-Sp 0) = 0 :=
      ev_precession h hψ (A := Sp 1) (by rw [smul_neg, ← c1, neg_sub])
    rwa [map_neg, neg_eq_zero] at h0
  · change star ψ ⬝ᵥ (Sp 2 *ᵥ ψ) = S
    rw [hψ.eigen, dotProduct_smul, hψ.unit, smul_eq_mul, mul_one]

/-- In a state polarized along `z`, `⟨S_x²⟩ = ⟨S_y²⟩ = S/2` and
`⟨S_x S_y⟩ = -⟨S_y S_x⟩ = i S/2`. -/
theorem transverse_correlation (h : IsSpin Sp S) (hψ : IsPolarized Sp S ψ) :
    ev ψ (Sp 0 * Sp 0) = S / 2 ∧ ev ψ (Sp 1 * Sp 1) = S / 2 ∧
      ev ψ (Sp 0 * Sp 1) = Complex.I * S / 2 ∧ ev ψ (Sp 1 * Sp 0) = -(Complex.I * S / 2) := by
  have c0 : Sp 0 * Sp 1 - Sp 1 * Sp 0 = Complex.I • Sp 2 := h.comm 0
  have c1 : Sp 1 * Sp 2 - Sp 2 * Sp 1 = Complex.I • Sp 0 := h.comm 1
  have c2 : Sp 2 * Sp 0 - Sp 0 * Sp 2 = Complex.I • Sp 1 := h.comm 2
  -- the precession rule makes the symmetric part of the transverse correlations isotropic
  have p : ev ψ (Sp 1 * Sp 1 - Sp 0 * Sp 0) = 0 := by
    apply ev_precession h hψ (A := Sp 0 * Sp 1)
    calc _ = (Sp 2 * Sp 0 - Sp 0 * Sp 2) * Sp 1 - Sp 0 * (Sp 1 * Sp 2 - Sp 2 * Sp 1) := by
          noncomm_ring
      _ = _ := by rw [c2, c1, smul_mul_assoc, mul_smul_comm, smul_sub]
  have q : ev ψ (Sp 1 * Sp 0 + Sp 0 * Sp 1) = 0 := by
    apply ev_precession h hψ (A := Sp 0 * Sp 0)
    calc _ = (Sp 2 * Sp 0 - Sp 0 * Sp 2) * Sp 0 + Sp 0 * (Sp 2 * Sp 0 - Sp 0 * Sp 2) := by
          noncomm_ring
      _ = _ := by rw [c2, smul_mul_assoc, mul_smul_comm, smul_add]
  rw [map_sub] at p
  rw [map_add] at q
  -- the commutator fixes the antisymmetric part, the total spin fixes the trace
  have r := congrArg (ev ψ) c0
  rw [map_sub, map_smul, smul_eq_mul, (mean_spin h hψ).2.2] at r
  have h1 : ev ψ 1 = 1 := by
    change star ψ ⬝ᵥ ((1 : Matrix ι ι ℂ) *ᵥ ψ) = 1
    rw [Matrix.one_mulVec, hψ.unit]
  have t := congrArg (ev ψ) h.casimir
  rw [Fin.sum_univ_three, map_add, map_add, map_smul, h1, smul_eq_mul, mul_one,
    (ev_z h hψ (Sp 2)).1, (mean_spin h hψ).2.2] at t
  refine ⟨?_, ?_, ?_, ?_⟩
  · linear_combination (1 / 2) * t - (1 / 2) * p
  · linear_combination (1 / 2) * t + (1 / 2) * p
  · linear_combination (1 / 2) * q + (1 / 2) * r
  · linear_combination (1 / 2) * q - (1 / 2) * r

/-- For any real tensor `D`, the expectation value of `∑ D_ab S_a S_b` in a state polarized
along `z` is `S (S - 1/2) D_zz + (S/2) tr D + i (S/2) (D_xy - D_yx)`. -/
theorem anisotropy_general (h : IsSpin Sp S) (hψ : IsPolarized Sp S ψ)
    (D : Matrix (Fin 3) (Fin 3) ℝ) :
    ev ψ (anisotropy D Sp) = ((S * (S - 1 / 2) * D 2 2 + S / 2 * D.trace : ℝ) : ℂ)
      + Complex.I * (S / 2) * (D 0 1 - D 1 0) := by
  obtain ⟨m0, m1, m2⟩ := mean_spin h hψ
  obtain ⟨xx, yy, xy, yx⟩ := transverse_correlation h hψ
  have l := fun a => (ev_z h hψ (Sp a)).1
  have r := fun a => (ev_z h hψ (Sp a)).2
  simp only [anisotropy, Fin.sum_univ_three, map_add, map_smul, smul_eq_mul,
    Matrix.trace, Matrix.diag, xx, yy, xy, yx, l, r, m0, m1, m2]
  push_cast
  ring

/-- The anisotropy energy of a state polarized along `z` is
`S (S - 1/2) D_zz + (S/2) tr D` for every real symmetric tensor `D`. -/
theorem anisotropy_energy (h : IsSpin Sp S) (hψ : IsPolarized Sp S ψ)
    {D : Matrix (Fin 3) (Fin 3) ℝ} (hD : D.IsSymm) :
    ev ψ (anisotropy D Sp) = ((S * (S - 1 / 2) * D 2 2 + S / 2 * D.trace : ℝ) : ℂ) := by
  rw [anisotropy_general h hψ D, hD.apply 0 1, sub_self, mul_zero, add_zero]

/-- For spin one half, the anisotropy energy of a state polarized along `z` is `tr D / 4` for every
real symmetric tensor `D`. -/
theorem anisotropy_energy_half (h : IsSpin Sp (1 / 2)) (hψ : IsPolarized Sp (1 / 2) ψ)
    {D : Matrix (Fin 3) (Fin 3) ℝ} (hD : D.IsSymm) :
    ev ψ (anisotropy D Sp) = ((D.trace / 4 : ℝ) : ℂ) := by
  rw [anisotropy_energy h hψ hD]
  congr 1
  ring

/-- The spin-one matrices in the Cartesian basis. -/
def spinOne : Fin 3 → Matrix (Fin 3) (Fin 3) ℂ :=
  ![!![0, 0, 0; 0, 0, -Complex.I; 0, Complex.I, 0],
    !![0, 0, Complex.I; 0, 0, 0; -Complex.I, 0, 0],
    !![0, -Complex.I, 0; Complex.I, 0, 0; 0, 0, 0]]

/-- The Cartesian spin-one matrices form a spin with `S = 1`, and the vector
`((1 - i)/2, (1 + i)/2, 0)` is polarized along `z`. -/
theorem spinOne_witness : IsSpin spinOne 1 ∧
    IsPolarized spinOne 1 ![(1 - Complex.I) / 2, (1 + Complex.I) / 2, 0] := by
  refine ⟨⟨?_, ?_, ?_⟩, ⟨?_, ?_⟩⟩
  · intro a
    apply Matrix.IsHermitian.ext
    intro i j
    fin_cases a <;> fin_cases i <;> fin_cases j <;> simp [spinOne]
  · intro a
    ext i j
    fin_cases a <;> fin_cases i <;> fin_cases j <;> simp [spinOne]
  · ext i j
    fin_cases i <;> fin_cases j <;> simp [spinOne, Fin.sum_univ_three]
  · have h2 : (starRingEnd ℂ) 2 = 2 := map_ofNat _ 2
    simp [dotProduct, Fin.sum_univ_three]
    rw [h2]
    linear_combination (-1 / 2) * Complex.I_sq
  · ext i
    fin_cases i <;>
      simp [spinOne, Matrix.mulVec, dotProduct, Fin.sum_univ_three]
    all_goals linear_combination (-1 / 2) * Complex.I_sq

end MeanFieldAnisotropy
```

```lean
#print axioms MeanFieldAnisotropy.anisotropy_energy_half
```

```
'MeanFieldAnisotropy.anisotropy_energy_half' depends on axioms: [propext, Classical.choice, Quot.sound]
```

## Range of validity for a simulation code

The theorems hold for matrices of any finite size, not only $2S+1$. The spin may therefore act on a larger space, for example one with additional orbital labels, as long as the total-spin relation holds on all of it. The value $S=0$ is included, and both sides are then zero.

The polarization axis in the file is $z$. For a general real unit vector $n$, one rotates the axes so that $n$ becomes the third one and transforms $D$ accordingly; the trace is unchanged and $D_{22}$ becomes $n\cdot Dn$. This extension is left to the reader and has no proof in the file.

Full polarization is an assumption about the state. A spin tilted by competing terms in the Hamiltonian, or a thermal mixture, generally has other correlations. Nor is $\psi$ required to be an eigenstate of $H$: the result is an expectation value, and it is an energy level only in special cases, such as $D=\mathrm{diag}(0,0,d)$.

Whether the energy from an electronic-structure calculation may be identified with $\langle H\rangle$ is a separate physical question. If the calculated state behaves more like a classical vector than like the polarized quantum state, the factor $S(S-\tfrac12)$ is the wrong one for the fit.

Finally, the theorems concern exact complex numbers. An implementation in floating-point arithmetic should reproduce the identity up to rounding, and the spin-one matrices in `spinOne` provide a small case for comparison.
